# Couplings in a real symmetric effective Hamiltonian raise the energy spread by twice their summed squares

Let \(M\) be a real symmetric \(n\times n\) effective Hamiltonian, \(n\ge 1\), with eigenvalues \(\varepsilon_k\) counted with multiplicity. The eigenvalues and the diagonal energies \(M_{ii}\) have the same mean, and

\[
S(\varepsilon)=S(\operatorname{diag}M)+2C,\qquad C=\sum_{i<j}M_{ij}^2,
\]

where the spread \(S(x)=\sum_i(x_i-\bar x)^2\) is the summed squared deviation of a list \(x\) from its mean \(\bar x\). The spread therefore grows strictly exactly when some off-diagonal element is nonzero.

In multistate CASPT2, the diagonal entries are the state energies before mixing and the eigenvalues are those after it. For a symmetrised \(M\), the couplings together raise the spread of the final energies by \(2C\). Overestimating the magnitude of one coupling, with all other couplings and the diagonal unchanged, therefore makes that spread too large. The identity does not distinguish spurious couplings from physical ones.

## Two evaluations of one trace

Because \(M\) is symmetric, it has an orthogonal matrix \(U\) of normalised eigenvectors, with \(M=UDU^{\mathsf T}\) and \(D=\operatorname{diag}(\varepsilon)\). Cyclicity of the trace gives

\[
\sum_i M_{ii}=\operatorname{tr}M=\sum_k\varepsilon_k,\qquad
\operatorname{tr}M^2=\operatorname{tr}(UD^2U^{\mathsf T})=\sum_k\varepsilon_k^2 .
\]

The first equation makes the means equal; call their common value \(m\). Written out in matrix elements, the second trace is

\[
\operatorname{tr}M^2=\sum_{i,j}M_{ij}M_{ji}=\sum_i M_{ii}^2+2C .
\]

For either list of energies,

\[
\sum_i(x_i-m)^2=\sum_i x_i^2-2m\sum_i x_i+nm^2 .
\]

The last two terms are the same for both lists, so the spreads differ by the difference of the sums of squares, which is \(2C\). As a sum of squares, \(C\) is positive exactly when some coupling is nonzero.

Individual gaps obey a weaker rule. Since \(M_{ii}=\sum_k U_{ik}^2\varepsilon_k\) with \(\sum_k U_{ik}^2=1\), every diagonal energy lies between the lowest and highest eigenvalues. No diagonal gap can exceed the distance between those two.

For two states, the spread of energies \(a,b\) is \((a-b)^2/2\). Doubling the identity gives

\[
(\varepsilon_0-\varepsilon_1)^2=(M_{00}-M_{11})^2+4M_{01}^2 .
\]

## Energies, spread and coupling in Lean

States are labelled by `Fin n`, so numbering starts at 0, and a list of energies is a function `Fin n → ℝ`.

```lean
import Mathlib

open Matrix

namespace MultistateSplitting

noncomputable section

variable {n : ℕ}

/-- The mean of `n` state energies, for `n ≥ 1`. -/
def mean (x : Fin n → ℝ) : ℝ := (∑ i, x i) / n

/-- The spread of a list of energies: the summed squared deviation from their mean. -/
def spread (x : Fin n → ℝ) : ℝ := ∑ i, (x i - mean x) ^ 2
```

The coupling strength counts each pair of states once.

```lean
/-- The coupling strength of an effective Hamiltonian: the sum of `M i j ^ 2` over pairs
of states `i < j`. -/
def coupling (M : Matrix (Fin n) (Fin n) ℝ) : ℝ :=
  ∑ i, ∑ j with i < j, M i j ^ 2
```

The range, highest minus lowest energy, behaves differently: it is never smaller for the eigenvalues than for the diagonal energies, but a nonzero coupling need not increase it. With diagonal energies \(-2,0,0,2\) and a coupling of 1 between the middle states only, the eigenvalues are \(-2,-1,1,2\): the range stays 4, while \(S\) rises from 8 to 10.

## From equal sums to the spread identity

The first lemma expands the squares about an arbitrary reference energy in `key`, then uses the equal sums to cancel the common terms.

```lean
/-- For two lists of energies with the same sum, the spreads differ by the difference of
the sums of squares. -/
theorem spread_sub_spread {x y : Fin n → ℝ} (h : ∑ i, x i = ∑ i, y i) :
    spread x - spread y = ∑ i, x i ^ 2 - ∑ i, y i ^ 2 := by
  -- expand the squared deviation from an arbitrary reference energy
  have key : ∀ (z : Fin n → ℝ) (m : ℝ),
      ∑ i, (z i - m) ^ 2 = ∑ i, z i ^ 2 - 2 * m * ∑ i, z i + n * m ^ 2 := by
    intro z m
    have e : ∀ i, (z i - m) ^ 2 = z i ^ 2 - 2 * m * z i + m ^ 2 := fun i => by ring
    simp only [e, Finset.sum_add_distrib, Finset.sum_sub_distrib, ← Finset.mul_sum,
      Finset.sum_const, Finset.card_univ, Fintype.card_fin, nsmul_eq_mul]
  have hm : mean x = mean y := by
    unfold mean
    rw [h]
  unfold spread
  rw [key, key, hm, h]
  ring
```

Over the real numbers, `M.IsHermitian` says that \(M\) is symmetric. This is assumed; the construction of \(M\) from wavefunctions does not enter. Mathlib's `hM.eigenvalues` lists the eigenvalues with multiplicity. The next theorem assembles the eigenvector equations, column by column, into \(MU=UD\), and multiplies by \(U^{\mathsf T}\) on the right.

```lean
/-- A real symmetric effective Hamiltonian is brought to diagonal form, with its
eigenvalues on the diagonal, by an orthogonal mixing of the states. -/
theorem orthogonal_mixing {M : Matrix (Fin n) (Fin n) ℝ} (hM : M.IsHermitian) :
    ∃ U : Matrix (Fin n) (Fin n) ℝ,
      U * Uᵀ = 1 ∧ M = U * diagonal hM.eigenvalues * Uᵀ := by
  have hU : (hM.eigenvectorUnitary : Matrix (Fin n) (Fin n) ℝ) *
      (hM.eigenvectorUnitary : Matrix (Fin n) (Fin n) ℝ)ᵀ = 1 := by
    have h := Matrix.mem_unitaryGroup_iff.mp hM.eigenvectorUnitary.2
    rwa [Matrix.star_eq_conjTranspose, Matrix.conjTranspose_eq_transpose_of_trivial] at h
  -- the columns of the mixing matrix are eigenvectors
  have hMU : M * (hM.eigenvectorUnitary : Matrix (Fin n) (Fin n) ℝ) =
      (hM.eigenvectorUnitary : Matrix (Fin n) (Fin n) ℝ) * diagonal hM.eigenvalues := by
    ext i j
    have h := congrFun (hM.mulVec_eigenvectorBasis j) i
    rw [Matrix.mul_diagonal, Matrix.mul_apply]
    exact h.trans (mul_comm _ _)
  refine ⟨hM.eigenvectorUnitary, hU, ?_⟩
  rw [← hMU, Matrix.mul_assoc, hU, Matrix.mul_one]
```

The two evaluations of \(\operatorname{tr}M^2\) follow. The first cancels \(U^{\mathsf T}U\).

```lean
/-- The trace of the square of a real symmetric effective Hamiltonian is the sum of its
squared eigenvalues. -/
theorem trace_sq_eq_eigenvalues {M : Matrix (Fin n) (Fin n) ℝ} (hM : M.IsHermitian) :
    (M * M).trace = ∑ i, hM.eigenvalues i ^ 2 := by
  obtain ⟨U, hU, hD⟩ := orthogonal_mixing hM
  have hU' : Uᵀ * U = 1 := mul_eq_one_comm.mp hU
  have h : M * M =
      U * (diagonal hM.eigenvalues * diagonal hM.eigenvalues) * Uᵀ := by
    calc M * M = (U * diagonal hM.eigenvalues * Uᵀ) *
          (U * diagonal hM.eigenvalues * Uᵀ) := congrArg₂ (· * ·) hD hD
      _ = U * diagonal hM.eigenvalues * (Uᵀ * U) * diagonal hM.eigenvalues * Uᵀ := by
          simp only [Matrix.mul_assoc]
      _ = _ := by
          rw [hU', Matrix.mul_one]
          simp only [Matrix.mul_assoc]
  rw [h, Matrix.trace_mul_comm, ← Matrix.mul_assoc, hU', Matrix.one_mul,
    Matrix.diagonal_mul_diagonal, Matrix.trace_diagonal]
  simp only [sq]
```

The second sorts the products into diagonal, upper and lower contributions; `hswap` exchanges the summation order to show that the last two are equal.

```lean
/-- The trace of the square of a real symmetric effective Hamiltonian is the sum of its
squared diagonal energies plus twice the coupling strength. -/
theorem trace_sq_eq_coupling {M : Matrix (Fin n) (Fin n) ℝ} (hM : M.IsHermitian) :
    (M * M).trace = ∑ i, M.diag i ^ 2 + 2 * coupling M := by
  have hs : ∀ i j, M j i = M i j := fun i j => by simpa using hM.apply i j
  -- each product is a diagonal, an upper or a lower contribution
  have split : ∀ i j, M i j * M j i = (if i = j then M i i ^ 2 else 0) +
      (if i < j then M i j ^ 2 else 0) + (if j < i then M j i ^ 2 else 0) := by
    intro i j
    rcases lt_trichotomy i j with h | h | h
    · rw [if_neg h.ne, if_pos h, if_neg (lt_asymm h), hs i j]
      ring
    · subst h
      simp [sq]
    · rw [if_neg h.ne', if_neg (lt_asymm h), if_pos h, hs i j]
      ring
  have hswap : ∑ i, ∑ j, (if j < i then M j i ^ 2 else 0) =
      ∑ i, ∑ j, (if i < j then M i j ^ 2 else 0) := Finset.sum_comm
  simp only [Matrix.trace, Matrix.diag_apply, Matrix.mul_apply, split,
    Finset.sum_add_distrib, hswap, coupling, Finset.sum_filter, Finset.sum_ite_eq,
    Finset.mem_univ, if_true]
  ring
```

The main theorem obtains equal sums from the trace, and `linarith` combines the formula for the difference of the spreads with the two evaluations of \(\operatorname{tr}M^2\).

```lean
/-- The eigenvalues of a real symmetric effective Hamiltonian have the same mean as its
diagonal energies, and their spread is larger by exactly twice the coupling strength. -/
theorem multistate_spread {M : Matrix (Fin n) (Fin n) ℝ} (hM : M.IsHermitian) :
    mean hM.eigenvalues = mean M.diag ∧
      spread hM.eigenvalues = spread M.diag + 2 * coupling M := by
  have ht : ∑ i, hM.eigenvalues i = ∑ i, M.diag i := by
    have h : M.trace = ∑ i, hM.eigenvalues i := by
      simpa using hM.trace_eq_sum_eigenvalues
    exact h.symm
  refine ⟨by unfold mean; rw [ht], ?_⟩
  have h1 := spread_sub_spread ht
  have h2 := trace_sq_eq_eigenvalues hM
  have h3 := trace_sq_eq_coupling hM
  linarith
```

Symmetry cannot be replaced here by the mere requirement that the eigenvalues be real. The matrix

\[
\begin{pmatrix}0&1\\0&0\end{pmatrix}
\]

has both eigenvalues zero, so both spreads vanish, although \(2C=2\).

## Strict widening, gaps and two states

For strict growth, `key` shows that one nonzero coupling makes \(C\) positive. Conversely, if all couplings vanish, so does \(C\), and the spreads agree.

```lean
/-- For a real symmetric effective Hamiltonian, the eigenvalues are strictly more spread
than the diagonal energies exactly when some off-diagonal coupling is nonzero. -/
theorem spread_lt_iff {M : Matrix (Fin n) (Fin n) ℝ} (hM : M.IsHermitian) :
    spread M.diag < spread hM.eigenvalues ↔ ∃ i j, i ≠ j ∧ M i j ≠ 0 := by
  have hs : ∀ i j, M j i = M i j := fun i j => by simpa using hM.apply i j
  have hmain := (multistate_spread hM).2
  -- one nonzero coupling makes the coupling strength positive
  have key : ∀ i j, i < j → M i j ≠ 0 → 0 < coupling M := by
    intro i j hij hne
    unfold coupling
    refine Finset.sum_pos' (fun a _ => Finset.sum_nonneg fun b _ => sq_nonneg _)
      ⟨i, Finset.mem_univ i, ?_⟩
    exact Finset.sum_pos' (fun b _ => sq_nonneg _) ⟨j, by simp [hij], by positivity⟩
  constructor
  · intro h
    by_contra hno
    have hz : coupling M = 0 := by
      unfold coupling
      refine Finset.sum_eq_zero fun i _ => Finset.sum_eq_zero fun j hj => ?_
      have hij : i < j := (Finset.mem_filter.mp hj).2
      have h0 : M i j = 0 := by
        by_contra hne
        exact hno ⟨i, j, hij.ne, hne⟩
      rw [h0]
      norm_num
    linarith
  · rintro ⟨i, j, hij, hne⟩
    have hpos : 0 < coupling M := by
      rcases lt_or_gt_of_ne hij with h | h
      · exact key i j h hne
      · exact key j i h (by rw [hs i j]; exact hne)
    linarith
```

The gap bound selects a highest eigenvalue `k` and a lowest eigenvalue `l`. The facts `avg` and `wt` express each diagonal energy as a weighted average, which gives the bounds `upper` and `lower`.

```lean
/-- For a real symmetric effective Hamiltonian, the gap between any two diagonal energies
is at most the gap between some two eigenvalues. -/
theorem diagonal_gap_le {M : Matrix (Fin n) (Fin n) ℝ} (hM : M.IsHermitian)
    (i j : Fin n) :
    ∃ k l, M i i - M j j ≤ hM.eigenvalues k - hM.eigenvalues l := by
  obtain ⟨U, hU, hD⟩ := orthogonal_mixing hM
  -- a diagonal energy is a weighted average of the eigenvalues
  have avg : ∀ a, M a a = ∑ m, U a m * hM.eigenvalues m * U a m := by
    intro a
    have h := congrFun (congrFun hD a) a
    rw [Matrix.mul_apply] at h
    simpa only [Matrix.mul_diagonal, Matrix.transpose_apply] using h
  have wt : ∀ a, ∑ m, U a m * U a m = 1 := by
    intro a
    have h := congrFun (congrFun hU a) a
    simpa only [Matrix.mul_apply, Matrix.transpose_apply, Matrix.one_apply_eq] using h
  obtain ⟨k, -, hk⟩ :=
    Finset.exists_max_image Finset.univ hM.eigenvalues ⟨i, Finset.mem_univ i⟩
  obtain ⟨l, -, hl⟩ :=
    Finset.exists_min_image Finset.univ hM.eigenvalues ⟨i, Finset.mem_univ i⟩
  have upper : M i i ≤ hM.eigenvalues k := by
    calc M i i = ∑ m, U i m * hM.eigenvalues m * U i m := avg i
      _ ≤ ∑ m, hM.eigenvalues k * (U i m * U i m) := Finset.sum_le_sum fun m hm => by
          nlinarith [mul_nonneg (sub_nonneg.2 (hk m hm)) (mul_self_nonneg (U i m))]
      _ = hM.eigenvalues k := by rw [← Finset.mul_sum, wt, mul_one]
  have lower : hM.eigenvalues l ≤ M j j := by
    calc hM.eigenvalues l = ∑ m, hM.eigenvalues l * (U j m * U j m) := by
          rw [← Finset.mul_sum, wt, mul_one]
      _ ≤ ∑ m, U j m * hM.eigenvalues m * U j m := Finset.sum_le_sum fun m hm => by
          nlinarith [mul_nonneg (sub_nonneg.2 (hl m hm)) (mul_self_nonneg (U j m))]
      _ = M j j := (avg j).symm
  exact ⟨k, l, by linarith⟩
```

For two states, the coupling strength reduces to \(M_{01}^2\), and the final step doubles the spread identity. Squaring the splitting makes the order of the eigenvalues irrelevant.

```lean
/-- For two states with a real symmetric effective Hamiltonian, the squared splitting of
the eigenvalues is the squared diagonal gap plus four times the squared coupling. -/
theorem two_state_splitting {M : Matrix (Fin 2) (Fin 2) ℝ} (hM : M.IsHermitian) :
    (hM.eigenvalues 0 - hM.eigenvalues 1) ^ 2 =
      (M 0 0 - M 1 1) ^ 2 + 4 * M 0 1 ^ 2 := by
  have h := (multistate_spread hM).2
  have hc : coupling M = M 0 1 ^ 2 := by
    simp [coupling, Finset.sum_filter, Fin.sum_univ_two]
  rw [hc] at h
  simp only [spread, mean, Fin.sum_univ_two, Matrix.diag_apply, Nat.cast_ofNat] at h
  linear_combination 2 * h

end

end MultistateSplitting
```

```lean
#print axioms MultistateSplitting.multistate_spread
#print axioms MultistateSplitting.spread_lt_iff
#print axioms MultistateSplitting.diagonal_gap_le
#print axioms MultistateSplitting.two_state_splitting
```

```
'MultistateSplitting.multistate_spread' depends on axioms: [propext, Classical.choice, Quot.sound]
'MultistateSplitting.spread_lt_iff' depends on axioms: [propext, Classical.choice, Quot.sound]
'MultistateSplitting.diagonal_gap_le' depends on axioms: [propext, Classical.choice, Quot.sound]
'MultistateSplitting.two_state_splitting' depends on axioms: [propext, Classical.choice, Quot.sound]
```
